# Integer charges on identical non-interacting fragments: the ensemble minimum bounds the energy per fragment and is reached for some cell size

A code that obtains the energy at a prescribed mean electron number, fractional or integer, from one fixed supercell can return a value above the ensemble energy with no sign of error when the fragment energies are not convex in the electron number. Take a toy fragment with the non-convex energies $0,1,1,0$ for $0,1,2,3$ electrons, that is $E_k=k-k(k-1)/2$, a model with pairwise attraction, at a mean of one electron. One fragment gives $1$. Two fragments sharing two electrons give at best $1/2$, from occupations $(0,2)$. The ensemble with weight $2/3$ on zero electrons and $1/3$ on three has energy $0$. Two things are needed: the direction of the error, and a cell size that removes it.

## The bound $e\le y_K$ and its equality case

A fragment holds $k=0,\dots,M$ electrons with arbitrary real energies $E_k$. Let $x=p/q\le M$ with integers $p\ge 0$, $q\ge 1$. The ensemble minimum is
$$e=\min\Big\{\sum_k w_kE_k \;:\; w_k\ge 0,\ \sum_k w_k=1,\ \sum_k k\,w_k=x\Big\}.$$
For an integer $K\ge 1$, give fragment $i=0,\dots,Kq-1$ an occupation $n_i\in\{0,\dots,M\}$ and set
$$y_K=\min\Big\{\frac{1}{Kq}\sum_i E_{n_i} \;:\; \sum_i n_i=Kp\Big\}.$$
Both minima exist, $e\le y_K$ for every $K\ge1$, and $y_K=e$ for some $K$ with $1\le K\le\max(M,1)$.

## Supercell sweeps and fractional-charge references

In density functional theory on a finite lattice, the ensemble energy at fractional electron number is a reference for approximate functionals, and for non-interacting identical fragments with finitely many charge states the result ties it to integer-charge calculations. A routine that minimises additive energies over integer placements never returns less than $e$ in exact arithmetic, so a value lower by more than rounding error points to a bug or to an energy that is not additive. A sweep over $K=1,\dots,\max(M,1)$ recovers $e$ as the smallest $y_K$. A larger cell is not always better: in the example $y_3=0$, from $(0,0,3)$, while $y_4=1/4$, from $(0,0,1,3)$.

## From occupation frequencies to the lowest chord

1. Frequencies. For $P$ electrons on $N\ge1$ fragments let $w_k$ be the fraction of fragments with $n_i=k$. For any function $g$, $\sum_k w_k\,g(k)=\frac1N\sum_i g(n_i)$. Taking $g=1$, $g(k)=k$ and $g(k)=E_k$ shows that $w$ is an ensemble with mean $P/N$ whose energy is the energy per fragment. With $N=Kq$, $P=Kp$ the mean is $x$.

2. Existence of $y_K$. Let $P\le NM$. If $P=NM$, fill every fragment. Otherwise write $P=Ns+r$ with $0\le r<N$; then $s<M$, and $r$ fragments at $s+1$ with $N-r$ at $s$ hold $P$ electrons. Placements are finitely many, so the least energy is attained.

3. Supporting line. For integers $i\le x\le j$ in $0,\dots,M$ the chord value at $x$ is $E_i+\frac{x-i}{j-i}(E_j-E_i)$, read as $E_i$ when $i=j$. The pair $(0,M)$ is admissible. Let $(a,b)$ give the lowest value $c=(1-t)E_a+tE_b$, where $0\le t\le 1$ and $(1-t)a+tb=x$. For $i<x<j$, minimality gives $(c-E_i)(j-i)\le(x-i)(E_j-E_i)$. Writing $j-i=(j-x)+(x-i)$ and subtracting $(c-E_i)(x-i)$ gives $(c-E_i)(j-x)\le(x-i)(E_j-c)$, that is
$$\frac{c-E_i}{x-i}\le\frac{E_j-c}{j-x}.$$
Some slope $\mu$ therefore lies above all left-hand and below all right-hand quotients. Clearing denominators gives $c+\mu(k-x)\le E_k$ for $k<x$ and for $k>x$. For $k=x$ the chord $(k,k)$ gives $c\le E_k$.

4. Lower bound. For any ensemble with mean $x$, $\sum_k w_kE_k\ge\sum_k w_k\,[c+\mu(k-x)]=c+\mu(x-x)=c$.

5. Realisation. If $a=b$, then $p=aq$; take $K=1$ and all $q$ fragments at $a$. Otherwise take $K=b-a\le M$ and $m=p-aq$. From $aq\le p\le bq$ follows $0\le m\le Kq$. Put $m$ fragments at $b$ and $Kq-m$ at $a$. The electron count is $mb+(Kq-m)a=K(m+aq)=Kp$. Since $tK=x-a$, $m=tKq$, and the energy per fragment is $tE_b+(1-t)E_a=c$.

By steps 5 and 1, $c$ is an ensemble energy, and by step 4 it is the least one, so $e=c$. Steps 1 and 4 give $y_K\ge e$ for all $K\ge1$, with equality at the $K$ of step 5.

## The Lean namespace `FractionalChargeFragments`

```lean
import Mathlib

open Finset

namespace FractionalChargeFragments

noncomputable section

variable {M : ℕ}

/-- `w` is an ensemble over the electron numbers `0, …, M` with mean electron number `x`. -/
structure IsEnsemble (x : ℝ) (w : Fin (M + 1) → ℝ) : Prop where
  nonneg : ∀ k, 0 ≤ w k
  total : ∑ k, w k = 1
  mean : ∑ k, w k * ((k : ℕ) : ℝ) = x

/-- The energies `∑ w k * E k` of all ensembles with mean electron number `x`. -/
def ensembleEnergies (E : Fin (M + 1) → ℝ) (x : ℝ) : Set ℝ :=
  {e | ∃ w, IsEnsemble x w ∧ e = ∑ k, w k * E k}

/-- Placements of `P` electrons on `N` fragments, each holding an integer number in `0, …, M`. -/
def distributions (M N P : ℕ) : Set (Fin N → Fin (M + 1)) := {n | ∑ i, (n i : ℕ) = P}

/-- Total energy of `N` identical fragments with occupations `n`, divided by `N`. -/
def energyPerFragment (E : Fin (M + 1) → ℝ) {N : ℕ} (n : Fin N → Fin (M + 1)) : ℝ :=
  (∑ i, E (n i)) / N

/-- The energies per fragment of all placements of `P` electrons on `N` fragments. -/
def fragmentEnergies (E : Fin (M + 1) → ℝ) (N P : ℕ) : Set ℝ :=
  energyPerFragment E '' distributions M N P

/-- Every energy per fragment of `P` electrons on `N ≥ 1` fragments is the energy of an ensemble
with mean number `P / N`. -/
theorem fragment_subset_ensemble (E : Fin (M + 1) → ℝ) {N : ℕ} (P : ℕ) (hN : 0 < N) :
    fragmentEnergies E N P ⊆ ensembleEnergies E ((P : ℝ) / N) := by
  rintro _ ⟨n, hn, rfl⟩
  have hN' : (0 : ℝ) < N := by exact_mod_cast hN
  -- the weights are the occupation frequencies; they average like the fragments do
  have key : ∀ g : Fin (M + 1) → ℝ,
      ∑ k, (∑ i, if n i = k then (1 : ℝ) else 0) / N * g k = (∑ i, g (n i)) / N := by
    intro g
    simp only [div_mul_eq_mul_div, ← Finset.sum_div, Finset.sum_mul]
    congr 1
    rw [Finset.sum_comm]
    simp
  refine ⟨fun k => (∑ i, if n i = k then (1 : ℝ) else 0) / N, ⟨fun k => ?_, ?_, ?_⟩, (key E).symm⟩
  · exact div_nonneg (sum_nonneg fun i _ => by split_ifs <;> norm_num) hN'.le
  · have h := key fun _ => 1
    simp only [mul_one, sum_const, card_univ, Fintype.card_fin, nsmul_eq_mul] at h
    rw [h, div_self hN'.ne']
  · have hP : ∑ i, (n i : ℕ) = P := hn
    rw [← hP, Nat.cast_sum]
    exact key fun k => ((k : ℕ) : ℝ)

/-- For `m ≤ N` there are occupations of `N` fragments for which the total of any
quantity `g` is `m * g b + (N - m) * g a`. -/
theorem exists_two_level {N m : ℕ} (h : m ≤ N) (a b : Fin (M + 1)) :
    ∃ n : Fin N → Fin (M + 1), ∀ g : Fin (M + 1) → ℝ,
      ∑ i, g (n i) = m * g b + (N - m) * g a := by
  obtain ⟨r, rfl⟩ := Nat.exists_eq_add_of_le h
  refine ⟨Fin.append (fun _ : Fin m => b) (fun _ : Fin r => a), fun g => ?_⟩
  rw [Fin.sum_univ_add]
  simp only [Fin.append_left, Fin.append_right, sum_const, card_univ, Fintype.card_fin,
    nsmul_eq_mul]
  push_cast
  ring

/-- If `P` electrons fit on `N ≥ 1` fragments, a least energy per fragment exists. -/
theorem exists_least_fragment (E : Fin (M + 1) → ℝ) {N P : ℕ} (hN : 0 < N) (hP : P ≤ N * M) :
    ∃ y, IsLeast (fragmentEnergies E N P) y := by
  have hne : (distributions M N P).Nonempty := by
    rcases hP.eq_or_lt with h | h
    · exact ⟨fun _ => Fin.last M, by simp [distributions, h]⟩
    · have ha : P / N < M := Nat.div_lt_of_lt_mul h
      obtain ⟨n, hn⟩ := exists_two_level (M := M) (Nat.mod_lt P hN).le
        ⟨P / N, Nat.lt_succ_of_lt ha⟩ ⟨P / N + 1, Nat.succ_lt_succ ha⟩
      have h1 : ∑ i, ((n i : ℕ) : ℝ) = ((P % N : ℕ) : ℝ) * ((P / N + 1 : ℕ) : ℝ)
          + (N - ((P % N : ℕ) : ℝ)) * ((P / N : ℕ) : ℝ) := hn fun k => ((k : ℕ) : ℝ)
      have h2 : (N : ℝ) * ((P / N : ℕ) : ℝ) + ((P % N : ℕ) : ℝ) = P := by
        exact_mod_cast Nat.div_add_mod P N
      have h3 : ((∑ i, (n i : ℕ) : ℕ) : ℝ) = P := by
        rw [Nat.cast_sum, h1, Nat.cast_succ]
        linear_combination h2
      exact ⟨n, Nat.cast_injective (R := ℝ) h3⟩
  obtain ⟨n, hn, hmin⟩ := Set.exists_min_image _ (energyPerFragment E) (Set.toFinite _) hne
  refine ⟨_, ⟨n, hn, rfl⟩, ?_⟩
  rintro _ ⟨n', hn', rfl⟩
  exact hmin n' hn'

/-- If a straight line in the electron number with value `c` at `x` lies below every `E k`,
then `c` bounds all ensemble energies at mean number `x` from below. -/
theorem lowerBound_of_line (E : Fin (M + 1) → ℝ) {x c μ : ℝ}
    (h : ∀ k : Fin (M + 1), c + μ * (((k : ℕ) : ℝ) - x) ≤ E k) :
    c ∈ lowerBounds (ensembleEnergies E x) := by
  rintro _ ⟨w, hw, rfl⟩
  have h1 : ∑ k, w k * (c + μ * (((k : ℕ) : ℝ) - x))
      = (c - μ * x) * ∑ k, w k + μ * ∑ k, w k * ((k : ℕ) : ℝ) := by
    rw [mul_sum, mul_sum, ← sum_add_distrib]
    exact sum_congr rfl fun k _ => by ring
  rw [hw.total, hw.mean] at h1
  have h2 : ∑ k, w k * (c + μ * (((k : ℕ) : ℝ) - x)) ≤ ∑ k, w k * E k :=
    sum_le_sum fun k _ => mul_le_mul_of_nonneg_left (h k) (hw.nonneg k)
  linarith

/-- If all values of `f` on a finite set `A` lie below all values of `g` on a finite set `B`,
some number `μ` lies between the two families. -/
theorem exists_slope {ι : Type*} (A B : Finset ι) (f g : ι → ℝ)
    (h : ∀ a ∈ A, ∀ b ∈ B, f a ≤ g b) : ∃ μ, (∀ a ∈ A, f a ≤ μ) ∧ ∀ b ∈ B, μ ≤ g b := by
  rcases A.eq_empty_or_nonempty with rfl | hA
  · rcases B.eq_empty_or_nonempty with rfl | hB
    · exact ⟨0, by simp, by simp⟩
    · obtain ⟨b, _, hb⟩ := exists_min_image B g hB
      exact ⟨g b, by simp, hb⟩
  · obtain ⟨a, ha, hmax⟩ := exists_max_image A f hA
    exact ⟨f a, hmax, h a ha⟩

/-- For `0 ≤ x ≤ M` there is a mixture of two electron numbers `a ≤ x ≤ b` with mean `x`, and a
line of slope `μ` through its energy at `x` that lies below every `E k`. -/
theorem exists_supporting_chord (E : Fin (M + 1) → ℝ) {x : ℝ} (h0 : 0 ≤ x) (hM : x ≤ M) :
    ∃ (a b : Fin (M + 1)) (t μ : ℝ), ((a : ℕ) : ℝ) ≤ x ∧ x ≤ (b : ℕ) ∧ 0 ≤ t ∧ t ≤ 1 ∧
      (1 - t) * (a : ℕ) + t * (b : ℕ) = x ∧
      ∀ k : Fin (M + 1), (1 - t) * E a + t * E b + μ * (((k : ℕ) : ℝ) - x) ≤ E k := by
  -- the lowest chord at x
  obtain ⟨⟨a, b⟩, hab, hmin⟩ := exists_min_image
    (univ.filter fun s : Fin (M + 1) × Fin (M + 1) => ((s.1 : ℕ) : ℝ) ≤ x ∧ x ≤ (s.2 : ℕ))
    (fun s => E s.1 + (x - (s.1 : ℕ)) / (((s.2 : ℕ) : ℝ) - (s.1 : ℕ)) * (E s.2 - E s.1))
    ⟨(0, Fin.last M), mem_filter.2 ⟨mem_univ _, by simpa using h0, by simpa using hM⟩⟩
  have ha : ((a : ℕ) : ℝ) ≤ x := (mem_filter.1 hab).2.1
  have hb : x ≤ ((b : ℕ) : ℝ) := (mem_filter.1 hab).2.2
  obtain ⟨t, ht⟩ : ∃ t : ℝ, t = (x - (a : ℕ)) / (((b : ℕ) : ℝ) - (a : ℕ)) := ⟨_, rfl⟩
  obtain ⟨c, hc⟩ : ∃ c : ℝ, c = E a + t * (E b - E a) := ⟨_, rfl⟩
  have hch : ∀ i j : Fin (M + 1), ((i : ℕ) : ℝ) ≤ x → x ≤ (j : ℕ) →
      c ≤ E i + (x - (i : ℕ)) / (((j : ℕ) : ℝ) - (i : ℕ)) * (E j - E i) := by
    intro i j hi hj
    rw [hc, ht]
    exact hmin (i, j) (mem_filter.2 ⟨mem_univ _, hi, hj⟩)
  -- left slopes from (x, c) lie below right slopes
  obtain ⟨μ, hL, hR⟩ := exists_slope (univ.filter fun k : Fin (M + 1) => ((k : ℕ) : ℝ) < x)
    (univ.filter fun k : Fin (M + 1) => x < (k : ℕ))
    (fun k => (c - E k) / (x - (k : ℕ))) (fun k => (E k - c) / (((k : ℕ) : ℝ) - x)) (by
      intro i hi j hj
      have hi' := (mem_filter.1 hi).2
      have hj' := (mem_filter.1 hj).2
      have h := hch i j hi'.le hj'.le
      rw [div_mul_eq_mul_div, ← sub_le_iff_le_add', le_div_iff₀ (by linarith)] at h
      exact (div_le_div_iff₀ (by linarith) (by linarith)).2 (by nlinarith [h]))
  refine ⟨a, b, t, μ, ha, hb, ?_, ?_, ?_, fun k => ?_⟩
  · rw [ht]; exact div_nonneg (by linarith) (by linarith)
  · rw [ht]; exact div_le_one_of_le₀ (by linarith) (by linarith)
  · rcases (ha.trans hb).eq_or_lt with h | h
    · have hx : ((a : ℕ) : ℝ) = x := by linarith
      linear_combination hx - t * h
    · have h' := (eq_div_iff (sub_pos.2 h).ne').1 ht
      linear_combination h'
  · rcases lt_trichotomy ((k : ℕ) : ℝ) x with h | h | h
    · have h' := (div_le_iff₀ (sub_pos.2 h)).1 (hL k (mem_filter.2 ⟨mem_univ _, h⟩))
      nlinarith [h']
    · have h' := hch k k h.le h.ge
      rw [sub_self (E k), mul_zero] at h'
      rw [h, sub_self, mul_zero]
      nlinarith [h']
    · have h' := (le_div_iff₀ (sub_pos.2 h)).1 (hR k (mem_filter.2 ⟨mem_univ _, h⟩))
      nlinarith [h']

/-- For `q ≥ 1` and mean number `p / q ≤ M` the ensemble minimum `e` exists; for each `K ≥ 1` the
least energy per fragment of `K p` electrons on `K q` fragments is at least `e`, and it equals `e`
for some `K` between `1` and `max M 1`. -/
theorem fragment_minimum_eq_ensemble_minimum (E : Fin (M + 1) → ℝ) {p q : ℕ} (hq : 1 ≤ q)
    (hx : (p : ℝ) / q ≤ M) :
    ∃ e, IsLeast (ensembleEnergies E ((p : ℝ) / q)) e ∧
      (∀ K, 1 ≤ K → ∃ y, IsLeast (fragmentEnergies E (K * q) (K * p)) y ∧ e ≤ y) ∧
      ∃ K, 1 ≤ K ∧ K ≤ max M 1 ∧ IsLeast (fragmentEnergies E (K * q) (K * p)) e := by
  have hq' : (0 : ℝ) < q := by exact_mod_cast hq
  obtain ⟨a, b, t, μ, ha, hb, -, -, hmean, hline⟩ :=
    exists_supporting_chord E (div_nonneg (Nat.cast_nonneg p) hq'.le) hx
  have hlow := lowerBound_of_line E hline
  have hsub : ∀ K, 1 ≤ K →
      fragmentEnergies E (K * q) (K * p) ⊆ ensembleEnergies E ((p : ℝ) / q) := by
    intro K hK
    have hK' : (0 : ℝ) < K := by exact_mod_cast hK
    have h := fragment_subset_ensemble E (K * p) (Nat.mul_pos hK hq)
    rwa [Nat.cast_mul, Nat.cast_mul, mul_div_mul_left _ _ hK'.ne'] at h
  have hmul := (eq_div_iff hq'.ne').1 hmean
  have haq : (a : ℕ) * q ≤ p := by exact_mod_cast (le_div_iff₀ hq').1 ha
  have hbq : p ≤ (b : ℕ) * q := by exact_mod_cast (div_le_iff₀ hq').1 hb
  have hMq : p ≤ M * q := by exact_mod_cast (div_le_iff₀ hq').1 hx
  -- integer numbers of fragments at the two levels realise the optimal mixture
  obtain ⟨K, m, hK, hKM, hm, hnum, hen⟩ : ∃ K m : ℕ, 1 ≤ K ∧ K ≤ max M 1 ∧ m ≤ K * q ∧
      (m : ℝ) * (b : ℕ) + (K * q - m) * (a : ℕ) = K * p ∧
      (m : ℝ) * E b + (K * q - m) * E a = ((1 - t) * E a + t * E b) * (K * q) := by
    by_cases hab : a = b
    · subst hab
      refine ⟨1, 0, le_rfl, le_max_right _ _, Nat.zero_le _, ?_, ?_⟩
      · push_cast; linear_combination hmul
      · push_cast; ring
    · have hle : (a : ℕ) ≤ b := by exact_mod_cast ha.trans hb
      have hne : (a : ℕ) ≠ b := fun h => hab (Fin.ext h)
      have hbM := b.isLt
      obtain ⟨d, hd⟩ := Nat.exists_eq_add_of_le hle
      obtain ⟨m, hm⟩ := Nat.exists_eq_add_of_le haq
      have hd' : ((b : ℕ) : ℝ) = (a : ℕ) + d := by exact_mod_cast hd
      have hm' : (p : ℝ) = (a : ℕ) * q + m := by exact_mod_cast hm
      have hmt : (m : ℝ) = t * d * q := by linear_combination t * q * hd' - hmul - hm'
      refine ⟨d, m, by omega, by omega, ?_, ?_, ?_⟩
      · rw [hd, add_mul] at hbq; linarith
      · linear_combination (m : ℝ) * hd' - d * hm'
      · linear_combination (E b - E a) * hmt
  obtain ⟨n, hn⟩ := exists_two_level hm a b
  have hK' : (0 : ℝ) < K := by exact_mod_cast hK
  have hmem : (1 - t) * E a + t * E b ∈ fragmentEnergies E (K * q) (K * p) := by
    refine ⟨n, Nat.cast_injective (R := ℝ) ?_, ?_⟩
    · rw [Nat.cast_sum]
      refine (hn fun k => ((k : ℕ) : ℝ)).trans ?_
      rw [Nat.cast_mul, Nat.cast_mul]
      exact hnum
    · unfold energyPerFragment
      rw [hn E, Nat.cast_mul, hen, mul_div_assoc, div_self (mul_pos hK' hq').ne', mul_one]
  refine ⟨_, ⟨hsub K hK hmem, hlow⟩, fun J hJ => ?_, K, hK, hKM, hmem,
    fun y hy => hlow (hsub K hK hy)⟩
  obtain ⟨y, hy⟩ := exists_least_fragment E (Nat.mul_pos hJ hq) (P := J * p)
    (by rw [mul_assoc, mul_comm q]; exact Nat.mul_le_mul_left J hMq)
  exact ⟨y, hy, hlow (hsub J hJ hy.1)⟩

/-- The fragment energies `0, 1, 1, 0` for zero to three electrons. -/
def twinWell (k : Fin (3 + 1)) : ℝ := if (k : ℕ) = 0 ∨ (k : ℕ) = 3 then 0 else 1

/-- For energies `0, 1, 1, 0` at one electron per fragment the ensemble minimum is `0`; three
fragments reach it, one or two fragments do not. -/
theorem twinWell_needs_three :
    IsLeast (ensembleEnergies twinWell 1) 0 ∧ 0 ∈ fragmentEnergies twinWell 3 3 ∧
      (∀ y ∈ fragmentEnergies twinWell 1 1, 0 < y) ∧
      ∀ y ∈ fragmentEnergies twinWell 2 2, 0 < y := by
  have h3 : 0 ∈ fragmentEnergies twinWell 3 3 := by
    have h : ∀ i, twinWell ((![0, 0, 3] : Fin 3 → Fin (3 + 1)) i) = 0 := by
      intro i
      unfold twinWell
      apply if_pos
      revert i
      decide
    refine ⟨![0, 0, 3], ?_, ?_⟩
    · show (∑ i, (((![0, 0, 3] : Fin 3 → Fin (3 + 1)) i : Fin (3 + 1)) : ℕ)) = 3
      decide
    · unfold energyPerFragment
      rw [sum_eq_zero fun i _ => h i, zero_div]
  refine ⟨⟨?_, lowerBound_of_line twinWell (μ := 0) fun k => ?_⟩, h3, ?_, ?_⟩
  · simpa using fragment_subset_ensemble twinWell 3 (by norm_num) h3
  · unfold twinWell
    split_ifs <;> norm_num
  · rintro _ ⟨n, hn, rfl⟩
    have h : ∑ i, (n i : ℕ) = 1 := hn
    rw [Fin.sum_univ_one] at h
    unfold energyPerFragment twinWell
    rw [Fin.sum_univ_one]
    split_ifs <;> first | (exfalso; omega) | norm_num
  · rintro _ ⟨n, hn, rfl⟩
    have h : ∑ i, (n i : ℕ) = 2 := hn
    rw [Fin.sum_univ_two] at h
    unfold energyPerFragment twinWell
    rw [Fin.sum_univ_two]
    split_ifs <;> first | (exfalso; omega) | norm_num

end

end FractionalChargeFragments
```

```lean
#print axioms FractionalChargeFragments.fragment_minimum_eq_ensemble_minimum
#print axioms FractionalChargeFragments.twinWell_needs_three
```

```
'FractionalChargeFragments.fragment_minimum_eq_ensemble_minimum' depends on axioms: [propext, Classical.choice, Quot.sound]
'FractionalChargeFragments.twinWell_needs_three' depends on axioms: [propext, Classical.choice, Quot.sound]
```

## How weights, occupations and minima are encoded

Electron numbers are elements of `Fin (M + 1)`, running from $0$ to $M$, and `E` assigns each a real energy. `IsEnsemble x w` holds the three constraints on $w$, and `ensembleEnergies E x` is the set of values $\sum_k w_kE_k$. `distributions M N P` contains the occupation lists of $N$ labelled fragments with sum $P$, and `fragmentEnergies E N P` is the set of their energies per fragment; the fragment count comes before the electron count. `IsLeast S e` means that $e$ belongs to $S$ and bounds it from below.

`fragment_minimum_eq_ensemble_minimum` assumes `hq` ($q\ge1$) and `hx` ($p/q\le M$, the mean fits on a fragment) and states the three claims above for `K * q` fragments and `K * p` electrons. The fraction need not be in lowest terms. At $M=0$ only $x=0$ is allowed and $K=1$ works, which is why the bound is $\max(M,1)$. `twinWell_needs_three` treats the example: the ensemble minimum at $x=1$ is $0$, three fragments attain $0$, and every energy for one or two fragments is positive. For $p=q=1$ the smallest working $K$ is thus $3=M$.

## Lemmas matched to steps 1 to 5

`fragment_subset_ensemble` is step 1: `key` is the averaging identity, proved by exchanging two sums, and is applied to the three choices of $g$. `exists_two_level` appends $m$ fragments at $b$ to $N-m$ at $a$ and evaluates any total over them; it serves steps 2 and 5. `exists_least_fragment` is step 2, with $s$ and $r$ written `P / N` and `P % N`.

`exists_supporting_chord` is step 3. `exists_min_image` selects $(a,b)$, `hch` records minimality, and the inequality between quotients is passed to `exists_slope`, which takes the largest left quotient, or the smallest right one if no $k<x$ exists, or $0$ if neither side has points. `lt_trichotomy` splits the cases $k<x$, $k=x$, $k>x$. For $a=b$ Lean evaluates $0/0$ as $0$, so $t=0$, and the chord value is $E_a$ as intended. `lowerBound_of_line` is step 4.

In the main theorem `hsub` cancels $K$ in $Kp/Kq$, `by_cases hab` separates the two cases of step 5 with `d` for $b-a$, `hmt` is $m=tKq$, `hnum` and `hen` are the electron count and the total energy, and `hmem` places $c$ among the fragment energies. The example uses `lowerBound_of_line` with slope $0$, the placement `![0, 0, 3]`, and a case split in which `omega` discards occupations with the wrong sum.

## Additive energies, rational $x$ and the range $x\le M$

Additivity is part of the definition `energyPerFragment`. It stands for fragments so far apart that hopping and interaction between them vanish, and it is assumed, not derived from a Hamiltonian. The $E_k$ are input numbers; densities, spin and functionals do not appear. No convexity is assumed, so the optimal $a$ and $b$ need not be adjacent: the familiar straight line between neighbouring integers belongs to energies convex in $k$, and in the example the piecewise linear curve through the points $(k,E_k)$ has the value $E_1=1$ at $x=1$, where $e=0$. For convex energies the placement of step 2 already attains that line, so $y_K=e$ for every $K\ge1$; a gap $y_K>e$ arises only for non-convex energies. The main statement bounds the working $K$ without giving a formula for it, and floating-point behaviour is not addressed.

Without `hx` the claim fails. For $M=1$, $p=3$, $q=2$ every ensemble has mean $w_1\le1<3/2$, and two fragments hold at most two electrons, so the sets are empty and have no least element.

A different formulation takes real $x$ and a sequence of cells with $N\to\infty$ and $P/N\to x$, and asks that the least energy per fragment converge to $e$. That would include irrational $x$, which no finite cell matches, at the price of a convergence argument and of the exact equality with its bound on $K$. This variant, the counter-example, the convexity remark and the values $1$, $1/2$ and $1/4$ rest on ordinary reasoning and are not among the theorems.
